# Deleting a site from a real symmetric Hückel matrix changes the number of non-bonding orbitals by at most one

Let $A$ be a real symmetric matrix and $r$ one of its sites. If some kernel vector of $A$ is nonzero at $r$, deleting $r$ lowers the nullity by one. Otherwise $Az=e_r$ has a solution, where $e_r$ is the unit vector on $r$. For every solution $z$, the nullity rises by one if $z_r=0$ and is unchanged if $z_r\neq0$.

## Removing an atom from a π system

Take a conjugated molecule and remove one carbon from the π system, for instance by saturating it. How many non-bonding orbitals remain?

In the Hückel model with an orthonormal basis, let $A$ be the Hamiltonian measured from the non-bonding level. Non-bonding orbitals are then the nonzero solutions of $Ax=0$, and the number of linearly independent ones is the nullity $\dim\ker A$. Removing the atom deletes row and column $r$. That all other matrix elements keep their values is an assumption about the molecule: a real one may relax.

In a finite, non-interacting tight-binding model with one orbital per site and real matrix elements, the result likewise gives the change in the number of zero-energy states per spin when one site is made vacant and the other matrix elements are kept.

## Vectors that vanish at the deleted site

Let $A'$ be the matrix after deletion, $N=\ker A$, and
$$W=\{w : w_r=0,\ (Aw)_i=0 \text{ for all } i\neq r\}.$$
Extend a vector $v$ on the remaining sites by zero at $r$. For $i\ne r$, $A$ then gives $\sum_{j\neq r}A_{ij}v_j=(A'v)_i$. Hence $\ker A'$ corresponds one to one to $W$, and $\dim\ker A'=\dim W$.

Two facts are needed:

- For $w\in W$, $Aw=c\,e_r$ with $c=(Aw)_r$.
- A linear functional that is nonzero somewhere on a space $V$ has rank one there, so its zeros in $V$ form a space of dimension $\dim V-1$.

## The three cases

**Some $y\in N$ has $y_r\neq0$.** For $w\in W$, symmetry gives $c\,y_r=y\cdot Aw=Ay\cdot w=0$. So $c=0$ and $w\in N$. Thus $W$ is the part of $N$ with $w_r=0$, and $\dim W=\dim N-1$.

**Every vector in $N$ vanishes at $r$.** Then $x_r$ depends only on $Ax$, so $x_r=\varphi(Ax)$ for a linear functional $\varphi$ on the range of $A$. Extend $\varphi$ to the whole space and write it as $\varphi(u)=z\cdot u$. Then $x_r=z\cdot Ax=Az\cdot x$ for all $x$, which means $Az=e_r$.

Now let $z$ be any solution. Each $x\in N$ satisfies $x_r=x\cdot Az=Ax\cdot z=0$, so $N\subseteq W$.

- If $z_r=0$, then $z\in W$. The functional $w\mapsto(Aw)_r$ equals 1 at $z$, and its zeros in $W$ are exactly $N$. Hence $\dim W=\dim N+1$.
- If $z_r\neq0$, take $w\in W$ with $Aw=c\,e_r$. Then $A(w-cz)=0$, so $w-cz$ vanishes at $r$, which gives $-c\,z_r=0$ and $c=0$. Hence $W=N$.

## Alternant systems and the three-membered ring

Suppose the sites fall into two classes with no matrix element within a class, diagonal elements included. If $Az=e_r$ is solvable and $N$ vanishes at $r$, let $z'$ be the part of $z$ on the class of $r$. On that class $Az'=0$, since $A$ has no elements there. On the other class $Az'=Az=0$. So $z'\in N$ and $z_r=z'_r=0$: deleting any site changes the nullity by exactly one.

The three-membered ring with zero diagonal and unit couplings is not alternant. There $z=(-\tfrac12,\tfrac12,\tfrac12)$ solves $Az=e_r$ for the first site, and the nullity is unchanged.

## The statement in Lean

```lean
import Mathlib

open Matrix

namespace NonBondingSiteDeletion

noncomputable section

variable {n : Type*} [Fintype n] [DecidableEq n]

/-- The number of independent non-bonding orbitals: the dimension of the kernel of `A`. -/
def nullity {m : Type*} [Fintype m] (A : Matrix m m ℝ) : ℕ :=
  Module.finrank ℝ (LinearMap.ker A.mulVecLin)

/-- The matrix that remains when the row and column of site `r` are removed. -/
def deleteSite (A : Matrix n n ℝ) (r : n) : Matrix {i // i ≠ r} {i // i ≠ r} ℝ :=
  A.submatrix Subtype.val Subtype.val

/-- An orbital on the remaining sites, regarded as an orbital with amplitude zero at `r`. -/
def extendZero (r : n) : ({i // i ≠ r} → ℝ) →ₗ[ℝ] (n → ℝ) where
  toFun v i := if h : i = r then 0 else v ⟨i, h⟩
  map_add' v w := by
    ext i
    by_cases h : i = r <;> simp [h]
  map_smul' c v := by
    ext i
    by_cases h : i = r <;> simp [h]

/-- The vectors that vanish at `r` and satisfy the zero-energy equation at every other site. -/
def vacancySpace (A : Matrix n n ℝ) (r : n) : Submodule ℝ (n → ℝ) where
  carrier := {x | x r = 0 ∧ ∀ i, i ≠ r → (A *ᵥ x) i = 0}
  zero_mem' := by simp
  add_mem' := by
    rintro x y ⟨hx, hx'⟩ ⟨hy, hy'⟩
    refine ⟨by simp [hx, hy], fun i hi => ?_⟩
    rw [Matrix.mulVec_add, Pi.add_apply, hx' i hi, hy' i hi, add_zero]
  smul_mem' := by
    rintro c x ⟨hx, hx'⟩
    refine ⟨by simp [hx], fun i hi => ?_⟩
    rw [Matrix.mulVec_smul, Pi.smul_apply, hx' i hi, smul_zero]

/-- On an orbital with amplitude zero at `r`, the matrix acts through the other sites only. -/
theorem mulVec_extendZero (A : Matrix n n ℝ) (r : n) (v : {i // i ≠ r} → ℝ) (i : n) :
    (A *ᵥ extendZero r v) i = ∑ j : {j // j ≠ r}, A i j * v j := by
  have h0 : A i r * extendZero r v r = 0 := by simp [extendZero]
  calc ∑ j, A i j * extendZero r v j
      = ∑ j ∈ Finset.univ.erase r, A i j * extendZero r v j :=
        by
          symm
          apply Finset.sum_erase
          exact h0
    _ = ∑ j : {j // j ≠ r}, A i j * extendZero r v j :=
        Finset.sum_subtype _ (by simp) _
    _ = ∑ j : {j // j ≠ r}, A i j * v j :=
        Finset.sum_congr rfl fun j _ => by simp [extendZero, j.2]

/-- The nullity after deletion of `r` is the dimension of the space of vectors that vanish at `r`
and satisfy the zero-energy equation at every other site. -/
theorem nullity_deleteSite (A : Matrix n n ℝ) (r : n) :
    nullity (deleteSite A r) = Module.finrank ℝ (vacancySpace A r) := by
  have hinj : Function.Injective (extendZero r) := by
    intro v w h
    ext j
    have hj := congrFun h j.1
    simpa [extendZero, j.2] using hj
  have hmap : (LinearMap.ker (deleteSite A r).mulVecLin).map (extendZero r)
      = vacancySpace A r := by
    ext x
    constructor
    · rintro ⟨v, hv, rfl⟩
      refine ⟨by simp [extendZero], fun i hi => ?_⟩
      rw [mulVec_extendZero]
      exact congrFun (LinearMap.mem_ker.1 hv) ⟨i, hi⟩
    · rintro ⟨hr, hx⟩
      have hE : extendZero r (fun j : {i // i ≠ r} => x j) = x := by
        ext i
        by_cases h : i = r <;> simp [extendZero, h, hr]
      refine ⟨fun j => x j, LinearMap.mem_ker.2 (funext fun i => ?_), hE⟩
      have h := hx i i.2
      rw [← hE, mulVec_extendZero] at h
      exact h
  rw [nullity, ← hmap]
  exact (Submodule.equivMapOfInjective (extendZero r) hinj _).finrank_eq

omit [DecidableEq n] in
/-- One linear condition that some vector of a space violates lowers its dimension by one. -/
theorem finrank_inf_ker (V : Submodule ℝ (n → ℝ)) (f : (n → ℝ) →ₗ[ℝ] ℝ) {v : n → ℝ}
    (hv : v ∈ V) (hf : f v ≠ 0) :
    Module.finrank ℝ ↥(V ⊓ LinearMap.ker f) + 1 = Module.finrank ℝ V := by
  have hs : Function.Surjective (f ∘ₗ V.subtype) := fun c =>
    ⟨(c / f v) • ⟨v, hv⟩, by simp [hf]⟩
  have h1 := (f ∘ₗ V.subtype).finrank_range_add_finrank_ker
  rw [LinearMap.range_eq_top.2 hs, finrank_top, Module.finrank_self] at h1
  have h2 := (Submodule.equivMapOfInjective V.subtype V.injective_subtype
    (LinearMap.ker (f ∘ₗ V.subtype))).finrank_eq
  rw [LinearMap.ker_comp, Submodule.map_comap_subtype] at h2
  rw [LinearMap.ker_comp] at h1
  omega

omit [DecidableEq n] in
/-- A symmetric matrix may be moved from one factor of a scalar product to the other. -/
theorem dot_mulVec_symm {A : Matrix n n ℝ} (hA : A.IsSymm) (x y : n → ℝ) :
    x ⬝ᵥ (A *ᵥ y) = (A *ᵥ x) ⬝ᵥ y := by
  rw [Matrix.dotProduct_mulVec, ← Matrix.mulVec_transpose, hA.eq]

/-- If every non-bonding orbital of a symmetric matrix vanishes at `r`, then `A z = e_r` has a
solution. -/
theorem exists_response {A : Matrix n n ℝ} (hA : A.IsSymm) (r : n)
    (h : ∀ x, A *ᵥ x = 0 → x r = 0) : ∃ z, A *ᵥ z = Pi.single r 1 := by
  -- the amplitude at `r` vanishes on the kernel, so it factors through `A`
  have hmem : (LinearMap.proj r : (n → ℝ) →ₗ[ℝ] ℝ) ∈ LinearMap.range A.mulVecLin.dualMap := by
    rw [LinearMap.range_dualMap_eq_dualAnnihilator_ker, Submodule.mem_dualAnnihilator]
    exact fun x hx => h x (LinearMap.mem_ker.1 hx)
  obtain ⟨φ, hφ⟩ := hmem
  refine ⟨fun i => φ (fun j => if i = j then 1 else 0), ?_⟩
  ext j
  have h1 : φ (A *ᵥ Pi.single j 1) = (Pi.single j 1 : n → ℝ) r :=
    LinearMap.congr_fun hφ (Pi.single j 1)
  rw [LinearMap.pi_apply_eq_sum_univ φ] at h1
  have h2 : (Pi.single j 1 : n → ℝ) r = (Pi.single r 1 : n → ℝ) j := by
    simp [Pi.single_apply, eq_comm]
  rw [← h2, ← h1]
  refine Finset.sum_congr rfl fun i _ => ?_
  simp [hA.apply i j]

/-- Deleting site `r` from a symmetric matrix lowers the nullity by one if some non-bonding orbital
is nonzero at `r`. Otherwise `A z = e_r` is solvable, and for any solution the nullity rises by one
if `z r = 0` and is unchanged if `z r ≠ 0`. -/
theorem nullity_site_deletion {A : Matrix n n ℝ} (hA : A.IsSymm) (r : n) :
    ((∃ x, A *ᵥ x = 0 ∧ x r ≠ 0) → nullity (deleteSite A r) + 1 = nullity A) ∧
    ((∀ x, A *ᵥ x = 0 → x r = 0) → ∃ z, A *ᵥ z = Pi.single r 1) ∧
    (∀ z, A *ᵥ z = Pi.single r 1 →
      (z r = 0 → nullity (deleteSite A r) = nullity A + 1) ∧
      (z r ≠ 0 → nullity (deleteSite A r) = nullity A)) := by
  -- on the vacancy space, `A w` is a multiple of `e_r`
  have hres : ∀ w ∈ vacancySpace A r, A *ᵥ w = Pi.single r ((A *ᵥ w) r) := by
    intro w hw
    ext i
    by_cases h : i = r
    · rw [h, Pi.single_eq_same]
    · rw [Pi.single_eq_of_ne h, hw.2 i h]
  refine ⟨?_, exists_response hA r, fun z hz => ?_⟩
  · rintro ⟨y, hy, hyr⟩
    have hW : vacancySpace A r
        = LinearMap.ker A.mulVecLin ⊓ LinearMap.ker (LinearMap.proj r : (n → ℝ) →ₗ[ℝ] ℝ) := by
      ext w
      constructor
      · intro hw
        have h := dot_mulVec_symm hA y w
        rw [hres w hw, hy, dotProduct_single, zero_dotProduct] at h
        have hc := (mul_eq_zero.1 h).resolve_left hyr
        refine ⟨LinearMap.mem_ker.2 ?_, hw.1⟩
        rw [Matrix.mulVecLin_apply, hres w hw, hc, Pi.single_zero]
      · rintro ⟨hw, hr⟩
        exact ⟨hr, fun i _ => congrFun (LinearMap.mem_ker.1 hw) i⟩
    rw [nullity_deleteSite, hW]
    exact finrank_inf_ker _ _ (LinearMap.mem_ker.2 hy) hyr
  · -- solvability forces every kernel vector to vanish at `r`
    have hker : ∀ x, A *ᵥ x = 0 → x r = 0 := by
      intro x hx
      have h := dot_mulVec_symm hA x z
      rw [hz, hx, dotProduct_single, zero_dotProduct, mul_one] at h
      exact h
    constructor
    · intro hzr
      have hzW : z ∈ vacancySpace A r :=
        ⟨hzr, fun i hi => by rw [hz, Pi.single_eq_of_ne hi]⟩
      have hW : vacancySpace A r ⊓ LinearMap.ker (LinearMap.proj r ∘ₗ A.mulVecLin)
          = LinearMap.ker A.mulVecLin := by
        ext w
        constructor
        · rintro ⟨hw, hr⟩
          have hc : (A *ᵥ w) r = 0 := hr
          refine LinearMap.mem_ker.2 ?_
          rw [Matrix.mulVecLin_apply, hres w hw, hc, Pi.single_zero]
        · intro hw
          have h0 : A *ᵥ w = 0 := hw
          exact ⟨⟨hker w h0, fun i _ => congrFun h0 i⟩, congrFun h0 r⟩
      have h1 : (LinearMap.proj r ∘ₗ A.mulVecLin : (n → ℝ) →ₗ[ℝ] ℝ) z ≠ 0 := by
        change (A *ᵥ z) r ≠ 0
        rw [hz, Pi.single_eq_same]
        exact one_ne_zero
      have h := finrank_inf_ker _ _ hzW h1
      rw [hW] at h
      rw [nullity_deleteSite]
      exact h.symm
    · intro hzr
      have hW : vacancySpace A r = LinearMap.ker A.mulVecLin := by
        ext w
        constructor
        · intro hw
          -- subtracting the right multiple of `z` leaves a kernel vector
          have h0 : A *ᵥ (w - (A *ᵥ w) r • z) = 0 := by
            rw [Matrix.mulVec_sub, Matrix.mulVec_smul, hz, sub_eq_zero]
            refine (hres w hw).trans ?_
            rw [← Pi.single_smul, smul_eq_mul, mul_one]
          have h1 := hker _ h0
          rw [Pi.sub_apply, Pi.smul_apply, hw.1, smul_eq_mul, zero_sub, neg_eq_zero] at h1
          have hc := (mul_eq_zero.1 h1).resolve_right hzr
          refine LinearMap.mem_ker.2 ?_
          rw [Matrix.mulVecLin_apply, hres w hw, hc, Pi.single_zero]
        · intro hw
          have h0 : A *ᵥ w = 0 := hw
          exact ⟨hker w h0, fun i _ => congrFun h0 i⟩
      rw [nullity_deleteSite, hW, nullity]

/-- In an alternant system (two classes of sites, no matrix element within a class, diagonal
elements included) with symmetric matrix, deleting any site changes the number of non-bonding
orbitals by exactly one. -/
theorem alternant_site_deletion {A : Matrix n n ℝ} (hA : A.IsSymm) (c : n → Bool)
    (hc : ∀ i j, c i = c j → A i j = 0) (r : n) :
    nullity (deleteSite A r) + 1 = nullity A ∨ nullity (deleteSite A r) = nullity A + 1 := by
  obtain ⟨hdown, hsolve, hup⟩ := nullity_site_deletion hA r
  by_cases h : ∃ x, A *ᵥ x = 0 ∧ x r ≠ 0
  · exact Or.inl (hdown h)
  have h' : ∀ x, A *ᵥ x = 0 → x r = 0 := fun x hx => by_contra fun hr => h ⟨x, hx, hr⟩
  obtain ⟨z, hz⟩ := hsolve h'
  -- the part of `z` on the class of `r` lies in the kernel of `A` (it may be zero)
  have h0 : A *ᵥ (fun j => if c j = c r then z j else 0) = 0 := by
    ext i
    change ∑ j, A i j * (if c j = c r then z j else 0) = 0
    by_cases hi : c i = c r
    · refine Finset.sum_eq_zero fun j _ => ?_
      by_cases hj : c j = c r
      · rw [hc i j (hi.trans hj.symm), zero_mul]
      · simp [hj]
    · have hir : i ≠ r := fun e => hi (by rw [e])
      have hzi : ∑ j, A i j * z j = 0 :=
        (congrFun hz i).trans (Pi.single_eq_of_ne hir 1)
      refine Eq.trans (Finset.sum_congr rfl fun j _ => ?_) hzi
      by_cases hj : c j = c r
      · simp [hj]
      · have hij : c i = c j := by
          revert hi hj
          cases c i <;> cases c j <;> cases c r <;> simp
        rw [hc i j hij, zero_mul, zero_mul]
  have hzr : z r = 0 := by simpa using h' _ h0
  exact Or.inr ((hup z hz).1 hzr)

/-- In the three-membered ring with zero diagonal and unit couplings, deleting site `0` leaves the
number of non-bonding orbitals unchanged. -/
theorem three_ring_site_deletion :
    nullity (deleteSite !![(0 : ℝ), 1, 1; 1, 0, 1; 1, 1, 0] 0)
      = nullity !![(0 : ℝ), 1, 1; 1, 0, 1; 1, 1, 0] := by
  have hA : (!![(0 : ℝ), 1, 1; 1, 0, 1; 1, 1, 0]).IsSymm := by
    ext i j
    fin_cases i <;> fin_cases j <;> rfl
  have hz : !![(0 : ℝ), 1, 1; 1, 0, 1; 1, 1, 0] *ᵥ ![-1 / 2, 1 / 2, 1 / 2]
      = Pi.single 0 1 := by
    ext i
    fin_cases i <;>
      norm_num [Matrix.mulVec, dotProduct, Fin.sum_univ_succ, Pi.single_apply]
  exact ((nullity_site_deletion hA 0).2.2 _ hz).2 (by norm_num)

end

end NonBondingSiteDeletion
```

```lean
#print axioms NonBondingSiteDeletion.alternant_site_deletion
#print axioms NonBondingSiteDeletion.three_ring_site_deletion
```

```
'NonBondingSiteDeletion.alternant_site_deletion' depends on axioms: [propext, Classical.choice, Quot.sound]
'NonBondingSiteDeletion.three_ring_site_deletion' depends on axioms: [propext, Classical.choice, Quot.sound]
```

The sites form a finite type `n`, and `hA : A.IsSymm` is the only hypothesis on the matrix in `nullity_site_deletion`, so heteroatoms with nonzero diagonal elements are allowed. Complex Hermitian matrices, as in a magnetic field, are excluded. `deleteSite A r` is $A'$, `Pi.single r 1` is $e_r$, and `vacancySpace A r` is this file's name for $W$. Orbitals need not be normalised. In `alternant_site_deletion`, `c` assigns each site its class; it is not the scalar $c$ above.

## From the lemmas to the theorem

`nullity_deleteSite` shows that `extendZero` is injective and maps $\ker A'$ onto $W$. `finrank_inf_ker` is the dimension count, obtained from rank–nullity. `dot_mulVec_symm` moves $A$ across the scalar product.

`exists_response` gets $\varphi$ from Mathlib's theorem that the range of the dual map is the annihilator of the kernel. It reads off $z_i=\varphi(e_i)$ and checks $Az=e_r$ component by component.

In the main theorem, `hres` is $Aw=c\,e_r$ and `hker` says that kernel vectors vanish at $r$. In each case `hW` is the identity relating $W$ to $N$; the dimension count finishes the first two cases, and the third is immediate. The alternant proof shows in `h0` that $z'$ is a kernel vector, and the ring proof supplies $z$ explicitly.
